# The cosine transform of the Methfessel-Paxton kernel

When a density of states is broadened by Methfessel-Paxton smearing, one has to choose a width $\sigma$ and an order $N$. For independent-particle levels, the broadening replaces each level $\varepsilon_i$ by a peak $d_N((\varepsilon-\varepsilon_i)/\sigma)/\sigma$, where $d_N$ is the kernel defined below. Because $d_N$ is an even function, its sine transform vanishes, and a component $\cos(\tau\varepsilon)$ of the density of states, with $\tau$ an inverse energy, is simply multiplied by the cosine transform of $d_N$ at $t=\sigma\tau$. This factor tells us how much of the component survives a given choice of $\sigma$ and $N$.

## The claim and its derivation

Let $g(x)=e^{-x^2}/\sqrt\pi$, and write $g^{(k)}$ for its $k$-th derivative. The kernel of order $N=0,1,2,\dots$ and its transfer function are

$$d_N(x)=\sum_{n=0}^{N}\frac{(-1)^n}{n!\,4^n}\,g^{(2n)}(x),\qquad T_N(t)=\int_{-\infty}^{\infty}\cos(tx)\,d_N(x)\,dx .$$

The claim is that for every real $t$

$$T_N(t)=e^{-t^2/4}\sum_{n=0}^{N}\frac{(t^2/4)^n}{n!},\qquad 0<T_N(t)\le 1 .$$

Moreover, $T_N(t)=1$ only at $t=0$. For $t\neq0$ the value grows strictly with $N$, and for each fixed $t$ it tends to 1 as $N\to\infty$.

**Derivatives of the Gaussian.** Since $g'=-2xg$, a derivative of the form $g^{(k)}=p\,g$ with a polynomial $p$ leads to $g^{(k+1)}=(p'-2xp)\,g$. Starting from $p=1$, every derivative is therefore a polynomial times $g$. It is integrable, and remains so after multiplication by a sine or cosine.

**Two derivatives give a factor $-t^2$.** Consider

$$F(x)=\cos(tx)\,g^{(k+1)}(x)+t\sin(tx)\,g^{(k)}(x).$$

On differentiation the two terms $\mp t\sin(tx)\,g^{(k+1)}$ cancel, which leaves

$$F'(x)=\cos(tx)\,g^{(k+2)}(x)+t^2\cos(tx)\,g^{(k)}(x).$$

Because $F$ vanishes at both ends of the line, $\int F'\,dx=0$, and so

$$\int\cos(tx)\,g^{(k+2)}\,dx=-t^2\int\cos(tx)\,g^{(k)}\,dx .$$

**The Gaussian itself.** Completing the square gives $itx-x^2=-(x-it/2)^2-t^2/4$. The function $e^{-z^2}$ is entire and decays at both ends of the strip between the real line and its shifted copy, so the contour may be moved back to the real line:

$$\int e^{itx}e^{-x^2}dx=e^{-t^2/4}\int e^{-(x-it/2)^2}dx=\sqrt\pi\,e^{-t^2/4}.$$

Taking the real part and dividing by $\sqrt\pi$ yields $\int\cos(tx)\,g\,dx=e^{-t^2/4}$.

**The sum.** Applying the factor $-t^2$ a total of $n$ times shows that the transform of $g^{(2n)}$ is $(-1)^n t^{2n}e^{-t^2/4}$. The coefficient in $d_N$ carries another $(-1)^n$, so the signs cancel and the $n$-th term becomes $e^{-t^2/4}(t^2/4)^n/n!$.

**Bounds, growth and limit.** Put $s=t^2/4\ge0$. The sum $\sum_{n\le N}s^n/n!$ is at least 1, from its $n=0$ term, and at most $e^s$, because the omitted terms of the exponential series are nonnegative. This gives $0<T_N(t)\le1$. Next,

$$T_{N+1}(t)-T_N(t)=e^{-s}\frac{s^{N+1}}{(N+1)!},$$

which is positive for $t\ne0$. In that case $T_N(t)<T_{N+1}(t)\le1$, so the value 1 is excluded; at $t=0$ only the $n=0$ term survives and $T_N(0)=1$. Finally, the partial sums converge to $e^s$, hence $T_N(t)\to1$.

**A numerical instance.** At $t=2$ we have $s=1$, and

| $N$ | $T_N(2)$ | value |
|---|---|---|
| 0 | $1/e$ | 0.368 |
| 1 | $2/e$ | 0.736 |
| 2 | $2.5/e$ | 0.920 |

The plain Gaussian keeps about 37 per cent of this component, while order 2 keeps about 92 per cent.

## The formal development

The definitions and statements are over the real numbers, with Mathlib's integral over the whole line; complex numbers appear only inside the proof for the Gaussian.

```lean
import Mathlib

open Real MeasureTheory

namespace MethfesselPaxtonFourier

noncomputable section
```

The variable $x$ is dimensionless: it is an energy difference divided by $\sigma$. The Gaussian has exponent $-x^2$, not $-x^2/2$, and this convention fixes the combination $t^2/4$ in the result.

```lean
/-- The normalised Gaussian `exp(-x²)/√π`. -/
def gauss (x : ℝ) : ℝ := Real.exp (-x ^ 2) / Real.sqrt π
```

In the kernel, `Finset.range (N + 1)` runs over $n=0,\dots,N$, and `iteratedDeriv (2 * n) gauss x` is $g^{(2n)}(x)$. The kernel is thus defined through actual derivatives, with no Hermite polynomials put in by hand.

```lean
/-- The Methfessel-Paxton kernel of order `N`, a sum over even derivatives of the Gaussian. -/
def mpKernel (N : ℕ) (x : ℝ) : ℝ :=
  ∑ n ∈ Finset.range (N + 1),
    (-1) ^ n / ((n.factorial : ℝ) * 4 ^ n) * iteratedDeriv (2 * n) gauss x
```

The transfer function $T_N(t)$ is `mpTransfer N t`, with `t : ℝ`.

```lean
/-- The transfer function of the kernel: its cosine transform at frequency `t`. -/
def mpTransfer (N : ℕ) (t : ℝ) : ℝ := ∫ x : ℝ, Real.cos (t * x) * mpKernel N x
```

These definitions describe the broadening kernel alone. Occupation numbers, total energies and the error of a finite k-point mesh do not enter. The bounds concern the transform and do not make the kernel positive: $d_1(x)=(\tfrac32-x^2)\,g(x)$ is negative for $x^2>\tfrac32$.

### Derivatives and integrability

The first lemma is $g'=-2xg$, obtained from the chain rule.

```lean
lemma hasDerivAt_gauss (x : ℝ) : HasDerivAt gauss (-2 * x * gauss x) x := by
  have h2 : HasDerivAt (fun y : ℝ => -y ^ 2) (-(2 * x)) x := by
    simpa using (hasDerivAt_pow 2 x).fun_neg
  have h : HasDerivAt gauss (Real.exp (-x ^ 2) * (-(2 * x)) / Real.sqrt π) x :=
    h2.exp.div_const (Real.sqrt π)
  exact h.congr_deriv (by simp only [gauss]; ring)
```

The induction on $k$ follows the hand argument. The polynomial supplied in the successor step is $p'-2xp$.

```lean
/-- Every derivative of the Gaussian is a polynomial times the Gaussian. -/
theorem iteratedDeriv_gauss (k : ℕ) :
    ∃ p : Polynomial ℝ, iteratedDeriv k gauss = fun x => p.eval x * gauss x := by
  induction k with
  | zero => exact ⟨1, by funext x; simp⟩
  | succ k ih =>
    obtain ⟨p, hp⟩ := ih
    refine ⟨Polynomial.derivative p - Polynomial.C 2 * Polynomial.X * p, ?_⟩
    funext x
    rw [iteratedDeriv_succ, hp, ((p.hasDerivAt x).fun_mul (hasDerivAt_gauss x)).deriv]
    simp only [Polynomial.eval_sub, Polynomial.eval_mul, Polynomial.eval_C, Polynomial.eval_X]
    ring
```

It follows that each $g^{(k)}$ is differentiable, with derivative $g^{(k+1)}$.

```lean
lemma hasDerivAt_iter (k : ℕ) (x : ℝ) :
    HasDerivAt (iteratedDeriv k gauss) (iteratedDeriv (k + 1) gauss x) x := by
  obtain ⟨p, hp⟩ := iteratedDeriv_gauss k
  rw [iteratedDeriv_succ]
  apply DifferentiableAt.hasDerivAt
  rw [hp]
  exact ((p.hasDerivAt x).fun_mul (hasDerivAt_gauss x)).differentiableAt
```

For integrability, the polynomial is split into monomials, and Mathlib supplies the integrability of $x^n e^{-x^2}$. A continuous factor `c` with $|c(x)|\le1$ cannot increase the absolute value, so the product is dominated by $|g^{(k)}|$.

```lean
/-- A derivative of the Gaussian times a continuous wave of amplitude at most one is
integrable. -/
theorem integrable_wave_mul (k : ℕ) {c : ℝ → ℝ} (hc : Continuous c) (hb : ∀ x, |c x| ≤ 1) :
    Integrable (fun x => c x * iteratedDeriv k gauss x) := by
  have hf : Integrable (iteratedDeriv k gauss) := by
    obtain ⟨p, hp⟩ := iteratedDeriv_gauss k
    rw [hp]
    simp_rw [Polynomial.eval_eq_sum_range, Finset.sum_mul]
    refine MeasureTheory.integrable_finsetSum _ fun n _ => ?_
    have hn : (-1 : ℝ) < (n : ℝ) := by
      have : (0 : ℝ) ≤ n := n.cast_nonneg
      linarith
    have h := integrable_rpow_mul_exp_neg_mul_sq (b := 1) one_pos hn
    simp only [Real.rpow_natCast] at h
    refine (h.const_mul (p.coeff n / Real.sqrt π)).congr (ae_of_all _ fun x => ?_)
    simp only [gauss, neg_mul, one_mul]
    ring
  refine hf.norm.mono' (hc.aestronglyMeasurable.mul hf.aestronglyMeasurable)
    (ae_of_all _ fun x => ?_)
  rw [norm_mul]
  exact mul_le_of_le_one_left (norm_nonneg _) (hb x)
```

The bound `hb` matters here. Take $k=0$ and $c(x)=e^{x^2}$, which is continuous but unbounded: the product $c\,g$ is the constant $1/\sqrt\pi$, which is not integrable over the line.

The cosine satisfies the bound, which gives the case used most often.

```lean
lemma integrable_cos (k : ℕ) (t : ℝ) :
    Integrable (fun x => Real.cos (t * x) * iteratedDeriv k gauss x) :=
  integrable_wave_mul k (by fun_prop) fun _ => Real.abs_cos_le_one _
```

### The transforms

In the next proof, `hd` states that $F$ has the derivative computed above. The theorem `integral_eq_zero_of_hasDerivAt_of_integrable` then gives $\int F'\,dx=0$ from the integrability of $F$ and $F'$, so no boundary limits have to be evaluated separately. Splitting the integral and rearranging yields the factor $-t^2$.

```lean
/-- Two further derivatives multiply the cosine transform by `-t²`. -/
theorem cos_transform_step (k : ℕ) (t : ℝ) :
    ∫ x : ℝ, Real.cos (t * x) * iteratedDeriv (k + 1 + 1) gauss x
      = -t ^ 2 * ∫ x : ℝ, Real.cos (t * x) * iteratedDeriv k gauss x := by
  -- a total derivative that collects both integrations by parts
  have hd : ∀ x : ℝ, HasDerivAt
      (fun y => Real.cos (t * y) * iteratedDeriv (k + 1) gauss y
        + t * (Real.sin (t * y) * iteratedDeriv k gauss y))
      (Real.cos (t * x) * iteratedDeriv (k + 1 + 1) gauss x
        + t ^ 2 * (Real.cos (t * x) * iteratedDeriv k gauss x)) x := by
    intro x
    have hl : HasDerivAt (fun y : ℝ => t * y) t x := by
      simpa using (hasDerivAt_id' x).const_mul t
    exact ((hl.cos.fun_mul (hasDerivAt_iter (k + 1) x)).fun_add
      ((hl.sin.fun_mul (hasDerivAt_iter k x)).const_mul t)).congr_deriv (by ring)
  have hs : Integrable (fun x => Real.sin (t * x) * iteratedDeriv k gauss x) :=
    integrable_wave_mul k (by fun_prop) fun _ => Real.abs_sin_le_one _
  have h := integral_eq_zero_of_hasDerivAt_of_integrable hd
    ((integrable_cos (k + 1 + 1) t).add ((integrable_cos k t).const_mul (t ^ 2)))
    ((integrable_cos (k + 1) t).add (hs.const_mul t))
  rw [integral_add (integrable_cos (k + 1 + 1) t) ((integrable_cos k t).const_mul (t ^ 2)),
    integral_const_mul] at h
  linarith
```

For the Gaussian, Mathlib's `fourierIntegral_gaussian` takes the place of completing the square and shifting the contour. The steps `hC` and `hE` rewrite its right-hand side as the real number $\sqrt\pi\,e^{-t^2/4}$, and `hpt` identifies the real part of the integrand as $\sqrt\pi\cos(tx)\,g(x)$.

The proof of `hint` contains a technique worth reusing. Exchanging the real part with the integral requires integrability, whereas `key` only gives the integral's value. Lean assigns the value 0 to the integral of a non-integrable function, so a value known to be nonzero forces the integrand to be integrable. The lines with `by_contra` and `integral_undef` carry this out, and no separate estimate is needed.

```lean
/-- The cosine transform of the normalised Gaussian is `exp(-t²/4)`. -/
theorem cos_transform_gauss (t : ℝ) :
    ∫ x : ℝ, Real.cos (t * x) * gauss x = Real.exp (-(t ^ 2 / 4)) := by
  have hs : Real.sqrt π ≠ 0 := (Real.sqrt_pos.2 Real.pi_pos).ne'
  have key := fourierIntegral_gaussian (b := 1) (by simp) (t : ℂ)
  have hC : ((π : ℂ) / 1) ^ (1 / 2 : ℂ) = ((Real.sqrt π : ℝ) : ℂ) := by
    rw [div_one, Real.sqrt_eq_rpow, Complex.ofReal_cpow Real.pi_pos.le]
    norm_num
  have hE : Complex.exp (-(t : ℂ) ^ 2 / (4 * 1)) = ((Real.exp (-(t ^ 2 / 4)) : ℝ) : ℂ) := by
    rw [Complex.ofReal_exp]
    congr 1
    push_cast
    ring
  rw [hC, hE, ← Complex.ofReal_mul] at key
  have hint : Integrable (fun x : ℝ =>
      Complex.exp (Complex.I * t * x) * Complex.exp (-1 * (x : ℂ) ^ 2)) := by
    by_contra h
    rw [integral_undef h] at key
    exact Complex.ofReal_ne_zero.2 (mul_ne_zero hs (Real.exp_pos _).ne') key.symm
  -- the cosine transform is the real part of the Fourier integral
  have hre := Complex.reCLM.integral_comp_comm hint
  have hpt : ∀ x : ℝ, Complex.reCLM
      (Complex.exp (Complex.I * t * x) * Complex.exp (-1 * (x : ℂ) ^ 2))
      = Real.sqrt π * (Real.cos (t * x) * gauss x) := by
    intro x
    have h1 : Complex.exp (Complex.I * t * x)
        = Complex.exp (((t * x : ℝ) : ℂ) * Complex.I) := by
      congr 1
      push_cast
      ring
    have h2 : Complex.exp (-1 * (x : ℂ) ^ 2) = ((Real.exp (-x ^ 2) : ℝ) : ℂ) := by
      rw [Complex.ofReal_exp]
      congr 1
      push_cast
      ring
    rw [h1, h2, Complex.reCLM_apply, Complex.re_mul_ofReal, Complex.exp_ofReal_mul_I_re, gauss]
    field_simp
  rw [key, integral_congr_ae (ae_of_all _ hpt), integral_const_mul, Complex.reCLM_apply,
    Complex.ofReal_re] at hre
  exact mul_left_cancel₀ hs hre
```

Induction on $n$ combines the two results. Writing $2(n+1)$ as $2n+1+1$ brings the derivative order into the form that `cos_transform_step` expects.

```lean
/-- The cosine transform of the `2n`-th derivative of the Gaussian is
`(-1)^n t^(2n) exp(-t²/4)`. -/
theorem cos_transform_even_deriv (n : ℕ) (t : ℝ) :
    ∫ x : ℝ, Real.cos (t * x) * iteratedDeriv (2 * n) gauss x
      = (-1) ^ n * t ^ (2 * n) * Real.exp (-(t ^ 2 / 4)) := by
  induction n with
  | zero => simpa using cos_transform_gauss t
  | succ n ih =>
    rw [show 2 * (n + 1) = 2 * n + 1 + 1 by ring, cos_transform_step, ih]
    ring
```

### The closed form and its consequences

The closed form holds for every natural number `N` and every real `t`, without further hypotheses. The proof moves the cosine inside the finite sum, exchanges sum and integral using `integrable_cos`, and inserts the transform of each even derivative. The identity `h1`, $(-1)^n(-1)^n=1$, cancels the signs.

```lean
/-- The transfer function of the order-`N` Methfessel-Paxton kernel is `exp(-t²/4)` times the
exponential series of `t²/4` cut after the `N`-th power. -/
theorem mpTransfer_eq (N : ℕ) (t : ℝ) :
    mpTransfer N t = Real.exp (-(t ^ 2 / 4)) *
      ∑ n ∈ Finset.range (N + 1), (t ^ 2 / 4) ^ n / (n.factorial : ℝ) := by
  have e : ∀ x : ℝ, Real.cos (t * x) * mpKernel N x = ∑ n ∈ Finset.range (N + 1),
      (-1) ^ n / ((n.factorial : ℝ) * 4 ^ n) *
        (Real.cos (t * x) * iteratedDeriv (2 * n) gauss x) := by
    intro x
    rw [mpKernel, Finset.mul_sum]
    exact Finset.sum_congr rfl fun n _ => by ring
  rw [mpTransfer, integral_congr_ae (ae_of_all _ e),
    MeasureTheory.integral_finsetSum _ fun n _ => (integrable_cos (2 * n) t).const_mul _, Finset.mul_sum]
  refine Finset.sum_congr rfl fun n _ => ?_
  -- the alternating signs of kernel and transform cancel
  have h1 : (-1 : ℝ) ^ n * (-1) ^ n = 1 := by rw [← mul_pow]; norm_num
  rw [integral_const_mul, cos_transform_even_deriv, div_pow, ← pow_mul]
  linear_combination
    (t ^ (2 * n) * Real.exp (-(t ^ 2 / 4)) / ((n.factorial : ℝ) * 4 ^ n)) * h1
```

The set `Set.Ioc (0 : ℝ) 1` is the interval $(0,1]$. For the lower bound the $n=0$ term is split off and the rest is shown to be nonnegative. For the upper bound, `Real.sum_le_exp_of_nonneg` compares the partial sum with $e^{t^2/4}$.

```lean
/-- At every real frequency the transfer function lies in the interval `(0, 1]`. -/
theorem mpTransfer_mem_Ioc (N : ℕ) (t : ℝ) : mpTransfer N t ∈ Set.Ioc (0 : ℝ) 1 := by
  have hs : 0 ≤ t ^ 2 / 4 := by positivity
  rw [mpTransfer_eq]
  constructor
  · refine mul_pos (Real.exp_pos _) ?_
    rw [Finset.sum_range_succ']
    have : 0 ≤ ∑ n ∈ Finset.range N, (t ^ 2 / 4) ^ (n + 1) / ((n + 1).factorial : ℝ) :=
      Finset.sum_nonneg fun n _ => by positivity
    simp only [pow_zero, Nat.factorial_zero, Nat.cast_one, div_one]
    linarith
  · calc _ ≤ Real.exp (-(t ^ 2 / 4)) * Real.exp (t ^ 2 / 4) :=
          mul_le_mul_of_nonneg_left (Real.sum_le_exp_of_nonneg hs _) (Real.exp_pos _).le
      _ = 1 := by rw [← Real.exp_add]; simp
```

Strict growth comes from the one additional term, `hp`, which is positive because $t\ne0$. At $t=0$ the statement would read $1<1$.

```lean
/-- At nonzero frequency the transfer function grows strictly with the order. -/
theorem mpTransfer_lt_succ (N : ℕ) {t : ℝ} (ht : t ≠ 0) :
    mpTransfer N t < mpTransfer (N + 1) t := by
  have hp : 0 < (t ^ 2 / 4) ^ (N + 1) / ((N + 1).factorial : ℝ) := by positivity
  rw [mpTransfer_eq, mpTransfer_eq,
    Finset.sum_range_succ (fun n => (t ^ 2 / 4) ^ n / (n.factorial : ℝ)) (N + 1)]
  exact mul_lt_mul_of_pos_left (by linarith) (Real.exp_pos _)
```

The equality case combines the two preceding theorems: if $T_N(t)=1$ with $t\ne0$, then $T_{N+1}(t)>1$, contradicting the upper bound. The converse is evaluated directly at $t=0$.

```lean
/-- The transfer function reaches the value one only at zero frequency. -/
theorem mpTransfer_eq_one_iff (N : ℕ) (t : ℝ) : mpTransfer N t = 1 ↔ t = 0 := by
  constructor
  · intro h
    by_contra ht
    have h1 := mpTransfer_lt_succ N ht
    have h2 := (mpTransfer_mem_Ioc (N + 1) t).2
    linarith
  · rintro rfl
    rw [mpTransfer_eq, Finset.sum_range_succ']
    simp
```

In the last theorem `t` is fixed before the limit in `N` is taken, so the convergence is pointwise and carries no rate uniform in frequency. The proof takes the exponential series, shifts the index by one because the sum for order $N$ has $N+1$ terms, and multiplies by $e^{-t^2/4}$.

```lean
/-- At each fixed frequency the transfer function tends to one as the order grows. -/
theorem mpTransfer_tendsto_one (t : ℝ) :
    Filter.Tendsto (fun N => mpTransfer N t) Filter.atTop (nhds 1) := by
  have h : HasSum (fun n : ℕ => (t ^ 2 / 4) ^ n / (n.factorial : ℝ)) (Real.exp (t ^ 2 / 4)) := by
    rw [Real.exp_eq_exp_ℝ]
    exact NormedSpace.expSeries_div_hasSum_exp (t ^ 2 / 4)
  have h2 := ((h.tendsto_sum_nat.comp (Filter.tendsto_add_atTop_nat 1)).const_mul
    (Real.exp (-(t ^ 2 / 4))))
  rw [← Real.exp_add, neg_add_cancel, Real.exp_zero] at h2
  exact h2.congr fun N => (mpTransfer_eq N t).symm

end

end MethfesselPaxtonFourier
```

```lean
#print axioms MethfesselPaxtonFourier.mpTransfer_eq
-- 'MethfesselPaxtonFourier.mpTransfer_eq' depends on axioms: [propext, Classical.choice, Quot.sound]
#print axioms MethfesselPaxtonFourier.mpTransfer_eq_one_iff
-- 'MethfesselPaxtonFourier.mpTransfer_eq_one_iff' depends on axioms: [propext, Classical.choice, Quot.sound]
#print axioms MethfesselPaxtonFourier.mpTransfer_tendsto_one
-- 'MethfesselPaxtonFourier.mpTransfer_tendsto_one' depends on axioms: [propext, Classical.choice, Quot.sound]
```
